# Gauss–Laguerre quadrature never overestimates direct MP2 correlation when occupied levels lie below virtual ones

In second-order perturbation theory, two electrons are excited from occupied orbitals \(i,j\) to virtual orbitals \(a,b\). The energy denominator \(D=\varepsilon_a+\varepsilon_b-\varepsilon_i-\varepsilon_j\) ties the four orbitals together. A Laplace transform separates them, but its integral is then replaced by a finite sum. Does that sum give too much correlation or too little?

## A one-sided error for every positive denominator

Let \(n\ge1\) real nodes \(t_k\) and weights \(w_k\) integrate \(e^{-x}p(x)\) over \(x>0\) exactly for every real polynomial \(p\) of degree below \(2n\). Then for every \(D>0\),

\[
\sum_k w_k e^{-(D-1)t_k}\le \frac1D ,
\]

with equality exactly when \(D=1\). The sum is the rule applied to \(1/D=\int_0^\infty e^{-x}e^{-(D-1)x}\,dx\).

For real integrals \(K_{iajb}=(ia|jb)\), the closed-shell direct MP2 energy is \(-\sum_{iajb} 2K_{iajb}^2/D_{iajb}\). If all denominators are positive, its quadrature value is never lower, and the two agree exactly when every term has \(K_{iajb}=0\) or \(D_{iajb}=1\).

## Factorized denominators in a density-fitted code

At each node the exponential splits into one factor per orbital. With fitted integrals \((ia|jb)=\sum_P B^P_{ia}B^P_{jb}\), a code can form

\[
M^{(k)}_{PQ}=\sum_{ia}B^P_{ia}B^Q_{ia}e^{-(\varepsilon_a-\varepsilon_i)t_k}
\]

and add \(-2w_ke^{t_k}\sum_{PQ}(M^{(k)}_{PQ})^2\) to the energy. For this direct term in a finite orbital set, the bound fixes the sign of the quadrature error.

## Two derivatives per node

For a polynomial \(p\), define the quadrature error

\[
E_p(D)=\int_0^\infty e^{-Dx}p(x)\,dx-\sum_k w_ke^{-(D-1)t_k}p(t_k).
\]

Since \(\int_0^\infty e^{-Dx}x^j\,dx=j!/D^{j+1}\), the integral exists and can be differentiated for \(D>0\). Differentiation brings down \(-x\), so for any real \(s\)

\[
E_p'=-E_{xp}=-E_{(x-s)p}-sE_p,
\]
\[
\frac{d}{dD}\left[e^{s(D-1)}E_p(D)\right]=-e^{s(D-1)}E_{(x-s)p}(D).
\]

If \(E_p(1)=0\) and \(D\ne1\), the mean value theorem gives a \(\xi\) strictly between \(1\) and \(D\) with

\[
E_p(D)=(1-D)\,e^{s(\xi-D)}E_{(x-s)p}(\xi).
\]

Take \(s=t_k\) and repeat the step at \(\xi\), which gives \(\eta\) strictly between \(1\) and \(\xi\):

\[
E_p(D)=(1-D)(1-\xi)\,e^{t_k(\eta-D)}E_{(x-t_k)^2p}(\eta).
\]

The prefactor is positive because \(D\) and \(\xi\) lie on the same side of 1.

Start from \(p=1\) and treat each node once. The steps use \(E(1)=0\) for degrees \(0,\dots,2n-1\), which is the exactness condition. They end at \(\prod_k(x-t_k)^2\), whose quadrature sum is zero and whose integral is positive. Hence \(E_1(D)=1/D-\sum_kw_ke^{-(D-1)t_k}>0\) for \(D\ne1\), while exactness gives \(E_1(1)=0\).

Multiplying by \(2K_{iajb}^2\ge0\), summing and changing sign gives the energy bound. Equal sums of termwise ordered quantities force every term to be equal, which gives the equality condition.

## The Lean file

```lean
import Mathlib

open Polynomial MeasureTheory

namespace GaussLaguerreMP2

noncomputable section

/-- The Laplace integral of `exp (-D x) p(x)` over `x > 0`, for `D > 0`. -/
def laplaceMoment (p : ℝ[X]) (D : ℝ) : ℝ :=
  ∫ x in Set.Ioi (0 : ℝ), Real.exp (-(D * x)) * p.eval x

/-- An `n`-point rule is Gauss-Laguerre if it integrates `exp (-x) p(x)` over `x > 0` exactly
for every real polynomial `p` of degree below `2n`. -/
def IsGaussLaguerre {n : ℕ} (t w : Fin n → ℝ) : Prop :=
  ∀ p : ℝ[X], p.natDegree < 2 * n →
    ∑ k, w k * p.eval (t k) = ∫ x in Set.Ioi (0 : ℝ), Real.exp (-x) * p.eval x

/-- The Laplace integral with polynomial factor `p`, minus its quadrature value. -/
def laplaceError {n : ℕ} (t w : Fin n → ℝ) (p : ℝ[X]) (D : ℝ) : ℝ :=
  laplaceMoment p D - ∑ k, w k * (Real.exp (-((D - 1) * t k)) * p.eval (t k))

/-- For `D > 0` the Laplace integral of `c x^j` is `c j! / D^(j+1)`. -/
theorem laplaceMoment_monomial {D : ℝ} (hD : 0 < D) (j : ℕ) (c : ℝ) :
    laplaceMoment (monomial j c) D = c * (j.factorial / D ^ (j + 1)) := by
  have h := Real.integral_rpow_mul_exp_neg_mul_Ioi (a := (j : ℝ) + 1) (r := D)
    (by positivity) hD
  have hpow : (1 / D) ^ ((j : ℝ) + 1) = 1 / D ^ (j + 1) := by
    have hj : (j : ℝ) + 1 = ((j + 1 : ℕ) : ℝ) := by norm_num
    rw [hj, Real.rpow_natCast, one_div_pow]
  rw [Real.Gamma_nat_eq_factorial, hpow] at h
  simp only [add_sub_cancel_right, Real.rpow_natCast] at h
  have e : c * (j.factorial / D ^ (j + 1)) =
      c * ∫ x in Set.Ioi (0 : ℝ), x ^ j * Real.exp (-(D * x)) := by
    rw [h]; ring
  rw [e, ← integral_const_mul]
  exact integral_congr_ae (Filter.Eventually.of_forall fun x => by
    simp only [eval_monomial]; ring)

/-- For `D > 0` the function `exp (-D x) p(x)` is integrable over `x > 0`. -/
theorem integrable_exp_mul_eval {D : ℝ} (hD : 0 < D) (p : ℝ[X]) :
    Integrable (fun x => Real.exp (-(D * x)) * p.eval x)
      (volume.restrict (Set.Ioi (0 : ℝ))) := by
  induction p using Polynomial.induction_on' with
  | add p q hp hq =>
    refine (hp.add hq).congr (Filter.Eventually.of_forall fun x => ?_)
    simp only [Pi.add_apply, eval_add, mul_add]
  | monomial j c =>
    -- a non-integrable function would have integral zero
    have h1 : Integrable (fun x => Real.exp (-(D * x)) * (monomial j (1 : ℝ)).eval x)
        (volume.restrict (Set.Ioi (0 : ℝ))) := by
      by_contra hn
      have h := laplaceMoment_monomial hD j 1
      rw [laplaceMoment, integral_undef hn] at h
      have h' : 0 < (1 : ℝ) * (j.factorial / D ^ (j + 1)) := by positivity
      linarith
    refine (h1.const_mul c).congr (Filter.Eventually.of_forall fun x => ?_)
    simp only [eval_monomial]
    ring

/-- For `D > 0` the Laplace integral is linear in the polynomial factor. -/
theorem laplaceMoment_linear {D : ℝ} (hD : 0 < D) (p q : ℝ[X]) (s : ℝ) :
    laplaceMoment (p + C s * q) D = laplaceMoment p D + s * laplaceMoment q D := by
  unfold laplaceMoment
  rw [← integral_const_mul, ← integral_add (integrable_exp_mul_eval hD p)
    ((integrable_exp_mul_eval hD q).const_mul s)]
  exact integral_congr_ae (Filter.Eventually.of_forall fun x => by
    simp only [eval_add, eval_mul, eval_C]; ring)

/-- For `D > 0`, differentiating the Laplace integral in `D` brings down a factor `-x`. -/
theorem hasDerivAt_laplaceMoment {D : ℝ} (hD : 0 < D) (p : ℝ[X]) :
    HasDerivAt (fun y => laplaceMoment p y) (-(laplaceMoment (X * p) D)) D := by
  induction p using Polynomial.induction_on' with
  | add p q hp hq =>
    have e : ∀ y : ℝ, 0 < y → ∀ a b : ℝ[X],
        laplaceMoment (a + b) y = laplaceMoment a y + laplaceMoment b y := by
      intro y hy a b
      simpa using laplaceMoment_linear hy a b 1
    rw [mul_add, e D hD]
    refine ((hp.fun_add hq).congr_deriv (by ring)).congr_of_eventuallyEq ?_
    filter_upwards [lt_mem_nhds hD] with y hy using e y hy p q
  | monomial j c =>
    rw [X_mul_monomial, laplaceMoment_monomial hD]
    have h := (hasDerivAt_const D (c * (j.factorial : ℝ))).fun_div
      (hasDerivAt_pow (j + 1) D) (pow_ne_zero _ hD.ne')
    refine (h.congr_deriv ?_).congr_of_eventuallyEq ?_
    · rw [Nat.factorial_succ, Nat.add_sub_cancel]
      push_cast
      field_simp
      ring
    · filter_upwards [lt_mem_nhds hD] with y hy
      rw [laplaceMoment_monomial hy]
      ring

/-- For `D > 0` and any real `s`, the error obeys a first-order equation in `D` whose source
is the error for the polynomial multiplied by `x - s`. -/
theorem hasDerivAt_laplaceError {n : ℕ} (t w : Fin n → ℝ) {D : ℝ} (hD : 0 < D)
    (q : ℝ[X]) (s : ℝ) :
    HasDerivAt (fun y => laplaceError t w q y)
      (-(laplaceError t w ((X - C s) * q) D) - s * laplaceError t w q D) D := by
  have hs : HasDerivAt (fun y => ∑ k, w k * (Real.exp (-((y - 1) * t k)) * q.eval (t k)))
      (∑ k, w k * (Real.exp (-((D - 1) * t k)) * (-(t k)) * q.eval (t k))) D := by
    refine HasDerivAt.fun_sum fun k _ => ?_
    have h := (((hasDerivAt_id' D).sub_const 1).mul_const (t k)).fun_neg.exp
    exact ((h.mul_const (q.eval (t k))).const_mul (w k)).congr_deriv (by ring)
  refine ((hasDerivAt_laplaceMoment hD q).fun_sub hs).congr_deriv ?_
  have e : ∑ k, w k * (Real.exp (-((D - 1) * t k)) * ((X - C s) * q).eval (t k)) =
      -(∑ k, w k * (Real.exp (-((D - 1) * t k)) * (-(t k)) * q.eval (t k))) -
        s * ∑ k, w k * (Real.exp (-((D - 1) * t k)) * q.eval (t k)) := by
    rw [Finset.mul_sum, ← Finset.sum_neg_distrib, ← Finset.sum_sub_distrib]
    refine Finset.sum_congr rfl fun k _ => ?_
    simp only [eval_mul, eval_sub, eval_X, eval_C]
    ring
  have hX : (X - C s) * q = X * q + C (-s) * q := by
    rw [map_neg]; ring
  have hm : laplaceMoment ((X - C s) * q) D =
      laplaceMoment (X * q) D + -s * laplaceMoment q D := by
    rw [hX, laplaceMoment_linear hD]
  unfold laplaceError
  rw [e, hm]
  ring

/-- If `u' = -v - s u` on the positive axis and `u(1) = 0`, then for positive `D ≠ 1` the value
`u(D)` is `1 - D` times a positive factor times `v(ξ)`, with `ξ > 0` on the same side of 1. -/
theorem exists_source_value {u v : ℝ → ℝ} {s : ℝ}
    (hu : ∀ x, 0 < x → HasDerivAt u (-(v x) - s * u x) x) (hu1 : u 1 = 0)
    {D : ℝ} (hD : 0 < D) (hne : D ≠ 1) :
    ∃ ξ c, 0 < ξ ∧ 0 < c ∧ 0 < (1 - D) * (1 - ξ) ∧ u D = (1 - D) * c * v ξ := by
  -- the integrating factor removes the term `s u`
  have hg : ∀ x, 0 < x → HasDerivAt (fun y => Real.exp (s * (y - 1)) * u y)
      (-(Real.exp (s * (x - 1)) * v x)) x := by
    intro x hx
    have h := (((hasDerivAt_id' x).sub_const 1).const_mul s).exp
    exact (h.fun_mul (hu x hx)).congr_deriv (by ring)
  have hc : ∀ ξ, Real.exp (s * (D - 1)) * Real.exp (s * (ξ - D)) =
      Real.exp (s * (ξ - 1)) := by
    intro ξ
    rw [← Real.exp_add]
    congr 1
    ring
  rcases lt_or_gt_of_ne hne with h | h
  · obtain ⟨ξ, hξ, e⟩ := exists_hasDerivAt_eq_slope (fun y => Real.exp (s * (y - 1)) * u y)
      (fun x => -(Real.exp (s * (x - 1)) * v x)) h
      (fun x hx => (hg x (hD.trans_le hx.1)).continuousAt.continuousWithinAt)
      (fun x hx => hg x (hD.trans hx.1))
    simp only [hu1, mul_zero, zero_sub] at e
    rw [eq_div_iff (sub_pos.2 h).ne'] at e
    refine ⟨ξ, Real.exp (s * (ξ - D)), hD.trans hξ.1, Real.exp_pos _,
      mul_pos (sub_pos.2 h) (sub_pos.2 hξ.2), ?_⟩
    apply mul_left_cancel₀ (Real.exp_pos (s * (D - 1))).ne'
    linear_combination e - (1 - D) * v ξ * hc ξ
  · obtain ⟨ξ, hξ, e⟩ := exists_hasDerivAt_eq_slope (fun y => Real.exp (s * (y - 1)) * u y)
      (fun x => -(Real.exp (s * (x - 1)) * v x)) h
      (fun x hx => (hg x (one_pos.trans_le hx.1)).continuousAt.continuousWithinAt)
      (fun x hx => hg x (one_pos.trans hx.1))
    simp only [hu1, mul_zero, sub_zero] at e
    rw [eq_div_iff (sub_pos.2 h).ne'] at e
    refine ⟨ξ, Real.exp (s * (ξ - D)), one_pos.trans hξ.1, Real.exp_pos _,
      mul_pos_of_neg_of_neg (sub_neg.2 h) (sub_neg.2 hξ.1), ?_⟩
    apply mul_left_cancel₀ (Real.exp_pos (s * (D - 1))).ne'
    linear_combination (-1) * e - (1 - D) * v ξ * hc ξ

/-- Suppose the error at `D = 1` vanishes for all degrees below `N`. If `q` times the squared node
factors of `S` has degree count at most `N` and positive error at all positive `D ≠ 1`, so has `q`. -/
theorem laplaceError_pos_descent {n N : ℕ} {t w : Fin n → ℝ}
    (hz : ∀ q : ℝ[X], q.natDegree < N → laplaceError t w q 1 = 0) (S : Finset (Fin n)) :
    ∀ q : ℝ[X], q.natDegree + 2 * S.card ≤ N →
      (∀ D, 0 < D → D ≠ 1 → 0 < laplaceError t w (q * ∏ k ∈ S, (X - C (t k)) ^ 2) D) →
      ∀ D, 0 < D → D ≠ 1 → 0 < laplaceError t w q D := by
  induction S using Finset.induction_on with
  | empty =>
    intro q _ h D hD hne
    have h' := h D hD hne
    rwa [Finset.prod_empty, mul_one] at h'
  | insert a S ha ih =>
    intro q hq h D hD hne
    rw [Finset.card_insert_of_notMem ha] at hq
    have d : ∀ r : ℝ[X], ((X - C (t a)) * r).natDegree ≤ 1 + r.natDegree := fun r =>
      natDegree_mul_le.trans (by simp)
    have d1 := d q
    have d2 := d ((X - C (t a)) * q)
    have e : (X - C (t a)) * ((X - C (t a)) * q) * ∏ k ∈ S, (X - C (t k)) ^ 2 =
        q * ∏ k ∈ insert a S, (X - C (t k)) ^ 2 := by
      rw [Finset.prod_insert ha]; ring
    have h2 := ih ((X - C (t a)) * ((X - C (t a)) * q)) (by omega)
      (fun D hD hne => by rw [e]; exact h D hD hne)
    -- two steps for one node: the factors `1 - D` and `1 - ξ` have the same sign
    obtain ⟨ξ, c, hξ, hc, hs, e1⟩ := exists_source_value
      (fun x hx => hasDerivAt_laplaceError t w hx q (t a)) (hz q (by omega)) hD hne
    have hξ1 : ξ ≠ 1 := by
      intro h0
      rw [h0, sub_self, mul_zero] at hs
      exact lt_irrefl _ hs
    obtain ⟨η, c', hη, hc', hs', e2⟩ := exists_source_value
      (fun x hx => hasDerivAt_laplaceError t w hx ((X - C (t a)) * q) (t a))
      (hz _ (by omega)) hξ hξ1
    have hη1 : η ≠ 1 := by
      intro h0
      rw [h0, sub_self, mul_zero] at hs'
      exact lt_irrefl _ hs'
    have hp := mul_pos hs (mul_pos (mul_pos hc hc') (h2 η hη hη1))
    rw [e1, e2]
    linarith

/-- A Gauss-Laguerre rule with at least one node never overestimates `1/D` for `D > 0`, and it is
exact if and only if `D = 1`. -/
theorem gaussLaguerre_le_inv {n : ℕ} (hn : 0 < n) {t w : Fin n → ℝ}
    (h : IsGaussLaguerre t w) {D : ℝ} (hD : 0 < D) :
    ∑ k, w k * Real.exp (-((D - 1) * t k)) ≤ 1 / D ∧
      (∑ k, w k * Real.exp (-((D - 1) * t k)) = 1 / D ↔ D = 1) := by
  have hz : ∀ q : ℝ[X], q.natDegree < 2 * n → laplaceError t w q 1 = 0 := by
    intro q hq
    simp only [laplaceError, laplaceMoment, sub_self, zero_mul, neg_zero, Real.exp_zero,
      one_mul]
    rw [h q hq, sub_self]
  have hpos := laplaceError_pos_descent hz Finset.univ 1 (by simp) (fun D hD _ => by
    obtain ⟨Q, hQ⟩ : ∃ Q : ℝ[X], Q = ∏ k, (X - C (t k)) ^ 2 := ⟨_, rfl⟩
    have hev : ∀ x, Q.eval x = ∏ k, (x - t k) ^ 2 := by
      intro x
      simp [hQ, eval_prod]
    -- the squared node polynomial is invisible to the quadrature
    have hnode : ∀ k, Q.eval (t k) = 0 := by
      intro k
      rw [hev]
      exact Finset.prod_eq_zero (Finset.mem_univ k) (by simp)
    have hE : laplaceError t w Q D = laplaceMoment Q D := by
      simp [laplaceError, hnode]
    rw [one_mul, ← hQ, hE]
    -- its integral is positive, since it has no zero beyond the nodes
    refine (setIntegral_pos_iff_support_of_nonneg_ae (Filter.Eventually.of_forall fun x =>
      mul_nonneg (Real.exp_pos _).le (by
        rw [hev]; exact Finset.prod_nonneg fun k _ => sq_nonneg _))
      (integrable_exp_mul_eval hD Q)).2 ?_
    have hv : 0 < volume (Set.Ioi (∑ k, |t k|)) := by simp [Real.volume_Ioi]
    refine hv.trans_le (measure_mono fun x hx => ⟨?_, ?_⟩)
    · refine mul_ne_zero (Real.exp_pos _).ne' ?_
      rw [hev]
      refine Finset.prod_ne_zero_iff.2 fun k _ => pow_ne_zero 2 (sub_pos.2 ?_).ne'
      exact ((le_abs_self (t k)).trans (Finset.single_le_sum (f := fun i => |t i|)
        (fun i _ => abs_nonneg (t i)) (Finset.mem_univ k))).trans_lt hx
    · exact (Finset.sum_nonneg fun k _ => abs_nonneg (t k)).trans_lt hx)
  have hE : laplaceError t w 1 D = 1 / D - ∑ k, w k * Real.exp (-((D - 1) * t k)) := by
    have hm := laplaceMoment_monomial hD 0 1
    rw [monomial_zero_one] at hm
    simp only [laplaceError, hm, eval_one, mul_one]
    simp
  by_cases h1 : D = 1
  · have h0 := hz 1 (by rw [natDegree_one]; omega)
    rw [← h1, hE] at h0
    exact ⟨by linarith, fun _ => h1, fun _ => by linarith⟩
  · have h0 := hpos D hD h1
    rw [hE] at h0
    exact ⟨by linarith, fun e => by linarith, fun e => absurd e h1⟩

variable {o v : Type*} [Fintype o] [Fintype v]

/-- The MP2 denominator `ε_a + ε_b - ε_i - ε_j` of the excitation pair `((i, a), (j, b))`. -/
def gap (eo : o → ℝ) (ev : v → ℝ) (q : (o × v) × (o × v)) : ℝ :=
  ev q.1.2 + ev q.2.2 - eo q.1.1 - eo q.2.1

/-- The closed-shell direct MP2 energy with real integrals `K = (ia|jb)`, for nonzero
denominators. -/
def directMP2 (K : (o × v) × (o × v) → ℝ) (eo : o → ℝ) (ev : v → ℝ) : ℝ :=
  -∑ q, 2 * K q ^ 2 / gap eo ev q

/-- The direct MP2 energy with each inverse denominator replaced by its quadrature value. -/
def quadratureMP2 {n : ℕ} (t w : Fin n → ℝ) (K : (o × v) × (o × v) → ℝ)
    (eo : o → ℝ) (ev : v → ℝ) : ℝ :=
  -∑ q, 2 * K q ^ 2 * ∑ k, w k * Real.exp (-((gap eo ev q - 1) * t k))

/-- If every occupied level lies below every virtual level, a Gauss-Laguerre rule with at least one
node gives a direct MP2 energy no lower than the exact one. The two agree exactly when each integral
vanishes or has denominator 1. -/
theorem directMP2_le_quadratureMP2 {n : ℕ} (hn : 0 < n) {t w : Fin n → ℝ}
    (h : IsGaussLaguerre t w) (K : (o × v) × (o × v) → ℝ) {eo : o → ℝ} {ev : v → ℝ}
    (hgap : ∀ i a, eo i < ev a) :
    directMP2 K eo ev ≤ quadratureMP2 t w K eo ev ∧
      (directMP2 K eo ev = quadratureMP2 t w K eo ev ↔
        ∀ q, K q = 0 ∨ gap eo ev q = 1) := by
  have hg : ∀ q, 0 < gap eo ev q := by
    intro q
    have h1 := hgap q.1.1 q.1.2
    have h2 := hgap q.2.1 q.2.2
    unfold gap
    linarith
  have hle : ∀ q ∈ (Finset.univ : Finset ((o × v) × (o × v))),
      2 * K q ^ 2 * ∑ k, w k * Real.exp (-((gap eo ev q - 1) * t k)) ≤
        2 * K q ^ 2 / gap eo ev q := by
    intro q _
    rw [div_eq_mul_one_div]
    exact mul_le_mul_of_nonneg_left (gaussLaguerre_le_inv hn h (hg q)).1 (by positivity)
  refine ⟨neg_le_neg (Finset.sum_le_sum hle), ?_⟩
  unfold directMP2 quadratureMP2
  rw [neg_inj]
  refine (eq_comm.trans (Finset.sum_eq_sum_iff_of_le hle)).trans
    ⟨fun H q => ?_, fun H q _ => ?_⟩
  · have e := H q (Finset.mem_univ q)
    rw [div_eq_mul_one_div] at e
    rcases mul_eq_mul_left_iff.1 e with e | e
    · exact Or.inr ((gaussLaguerre_le_inv hn h (hg q)).2.1 e)
    · exact Or.inl (by simpa using e)
  · rcases H q with e | e
    · simp [e]
    · rw [div_eq_mul_one_div, (gaussLaguerre_le_inv hn h (hg q)).2.2 e]

/-- The one-point rule with node 1 and weight 1 is Gauss-Laguerre. -/
theorem isGaussLaguerre_witness :
    IsGaussLaguerre (fun _ : Fin 1 => (1 : ℝ)) (fun _ => 1) := by
  intro p hp
  obtain ⟨a, b, rfl⟩ := exists_eq_X_add_C_of_natDegree_le_one (p := p) (by omega)
  have e : ∫ x in Set.Ioi (0 : ℝ), Real.exp (-x) * (C a * X + C b).eval x =
      laplaceMoment (monomial 1 a + C 1 * monomial 0 b) 1 := by
    unfold laplaceMoment
    exact integral_congr_ae (Filter.Eventually.of_forall fun x => by
      simp only [eval_add, eval_mul, eval_C, eval_X, eval_monomial, one_mul, pow_one,
        pow_zero, mul_one])
  rw [e, laplaceMoment_linear one_pos, laplaceMoment_monomial one_pos,
    laplaceMoment_monomial one_pos]
  simp

end

end GaussLaguerreMP2
```

```lean
#print axioms GaussLaguerreMP2.directMP2_le_quadratureMP2
```

```
'GaussLaguerreMP2.directMP2_le_quadratureMP2' depends on axioms: [propext, Classical.choice, Quot.sound]
```

## From Lean hypotheses to orbital energies

`IsGaussLaguerre` is the exactness condition; distinct nodes and positive weights are not assumed separately. The finite types `o` and `v` label occupied and virtual spatial orbitals, `eo` and `ev` are their energies, and `gap` is \(D\). The hypothesis `hgap` puts every occupied level below every virtual one, so all denominators are positive. `K` is any real function of the excitation pair.

The first four lemmas supply the moments, integrability, linearity and the derivative, which is taken from the closed form for monomials. `hasDerivAt_laplaceError` is the differential equation, and `exists_source_value` applies the mean value theorem separately for \(D<1\) and \(D>1\). `laplaceError_pos_descent` runs the double step by induction over nodes, with `omega` checking degrees. `gaussLaguerre_le_inv` supplies the positive integral, and `directMP2_le_quadratureMP2` sums the terms.

`isGaussLaguerre_witness` exhibits a rule for \(n=1\) only; existence for larger \(n\) is not proved. The theorems give no error size or convergence rate, and omit MP2 exchange. Rounded nodes and weights, or minimax grids, need not satisfy the exactness hypothesis.

The number 1 in `gap eo ev q = 1` is one unit of whatever energy scale is used. A model with an explicit scale \(\alpha>0\) would use \(\alpha^{-1}\sum_kw_ke^{-(D/\alpha-1)t_k}\). The inequality would keep its direction, and equality would move to \(D=\alpha\).
